# Contracting one operator into an alternating string as a signed sum over its partners

The lemma `contract_pairString` concerns an operator e contracted into the string y₀ x₀ y₁ x₁ ⋯ yₙ, where each operator passed costs a sign and a functional `F` evaluates the string that is left. If e has zero contraction with every x, and `F` changes sign whenever a neighbouring y and x are exchanged, the result is the sum over j of (−1)ʲ times the contraction of e with yⱼ times `F` of the remaining operators, put in the order x, y, x, y, and so on. Contractions and values of `F` lie in an arbitrary commutative ring, and `F` need not be an expectation value. The proof is by induction on n: it takes y₀ and x₀ off the front, exchanges them at the cost of a sign, and applies the induction hypothesis to the rest of the string.

This version doesn't compile in Lean 4 with Mathlib:

```lean
import Mathlib

open Finset

namespace WickDeterminant

variable {α R : Type*} [CommRing R]

/-- Contraction of an operator `x` into a string, where the functional `F` evaluates
the string that is left; passing an operator costs a sign. -/
def contract (c : α → α → R) (x : α) : (List α → R) → List α → R
  | _, [] => 0
  | F, a :: L => c x a * F L - contract c x (fun M => F (a :: M)) L

/-- The alternating operator string `x₀ y₀ x₁ y₁ ⋯ xₙ₋₁ yₙ₋₁`. -/
def pairString : {n : ℕ} → (Fin n → α) → (Fin n → α) → List α
  | 0, _, _ => []
  | _ + 1, x, y => x 0 :: y 0 :: pairString (fun i => x i.succ) (fun i => y i.succ)

/-- Contraction is linear in the functional that evaluates the remaining string. -/
theorem contract_lin (c : α → α → R) (x : α) (r : R) (F G : List α → R) (L : List α) :
    contract c x (fun M => r * F M - G M) L = r * contract c x F L - contract c x G L := by
  induction L generalizing F G with
  | nil => simp [contract]
  | cons a L ih =>
    simp only [contract, ih]
    ring

/-- Reversing the sign of the functional reverses the sign of the contraction. -/
theorem contract_neg (c : α → α → R) (x : α) (F : List α → R) (L : List α) :
    contract c x (fun M => -F M) L = -contract c x F L := by
  simpa using contract_lin c x 0 F F L

/-- Contracting `e` into `y₀ x₀ y₁ x₁ ⋯ yₙ`, when `e` has no contraction with the `x`'s and
`F` changes sign under exchange of neighbours `y`, `x`, gives an alternating sum over the
`y`'s, with the remaining operators in alternating order. -/
theorem contract_pairString (c : α → α → R) (e : α) {n : ℕ} : ∀ (x : Fin n → α)
    (y : Fin (n + 1) → α) (F : List α → R), (∀ i, c e (x i) = 0) →
    (∀ (A B : List α) i j, F (A ++ y j :: x i :: B) = -F (A ++ x i :: y j :: B)) →
    contract c e F (y 0 :: pairString x (fun i => y i.succ)) =
      ∑ j : Fin (n + 1), (-1) ^ (j : ℕ) * c e (y j) *
        F (pairString x (fun i => y (j.succAbove i))) := by
  induction n with
  | zero => intro x y F _ _; simp [pairString, contract]
  | succ n ih =>
    intro x y F hx hF
    obtain ⟨T, hT⟩ : ∃ T, T = y (Fin.succ 0) ::
      pairString (fun i => x i.succ) (fun i => y i.succ.succ) := ⟨_, rfl⟩
    have hP : pairString x (fun i => y i.succ) = x 0 :: T := by rw [hT]; rfl
    have h0 : (fun M => F (y 0 :: x 0 :: M)) = fun M => -F (x 0 :: y 0 :: M) :=
      funext fun M => hF [] M 0 0
    have h1 : contract c e (fun M => F (x 0 :: y 0 :: M)) T =
        ∑ j : Fin (n + 1), (-1) ^ (j : ℕ) * c e (y j.succ) * F (x 0 :: y 0 ::
          pairString (fun i => x i.succ) (fun i => y (j.succAbove i).succ)) := by
      rw [hT]
      exact ih (fun i => x i.succ) (fun j => y j.succ) (fun M => F (x 0 :: y 0 :: M))
        (fun i => hx _) (fun A B i j => hF (x 0 :: y 0 :: A) B _ _)
    have hs : ∑ j : Fin (n + 1), (-1) ^ (j.succ : ℕ) * c e (y j.succ) *
          F (pairString x (fun i => y (j.succ.succAbove i))) =
        -∑ j : Fin (n + 1), (-1) ^ (j : ℕ) * c e (y j.succ) * F (x 0 :: y 0 ::
          pairString (fun i => x i.succ) (fun i => y (j.succAbove i).succ)) := by
      rw [← Finset.sum_neg_distrib]
      refine Finset.sum_congr rfl fun j _ => ?_
      have hp : pairString x (fun i => y (j.succ.succAbove i)) = x 0 :: y 0 ::
          pairString (fun i => x i.succ) (fun i => y (j.succAbove i).succ) := by
        simp [pairString]
      rw [hp, Fin.val_succ, pow_succ]
      ring
    rw [contract, hP, contract, hx 0, h0, contract_neg, h1, Fin.sum_univ_succ, hs]
    simp only [Fin.succAbove_zero, hP, Fin.val_zero]
    ring

end WickDeterminant
```

Messages:

```
Main.lean:69:79: error: Tactic `rewrite` failed: Did not find an occurrence of the pattern
  ∑ j, (-1) ^ ↑j.succ * c e (y j.succ) * F (pairString x fun i => y (j.succ.succAbove i))
in the target expression
  c e (y 0) * F (x 0 :: T) -
      (0 * F (y 0 :: T) -
        -((-1) ^ ↑0 * c e (y (Fin.succ 0)) *
              F (x 0 :: y 0 :: pairString (fun i => x i.succ) fun i => y (Fin.succAbove 0 i).succ) +
            ∑ i,
              (-1) ^ ↑i.succ * c e (y i.succ.succ) *
                F (x 0 :: y 0 :: pairString (fun i => x i.succ) fun i_1 => y (i.succ.succAbove i_1).succ))) =
    ∑ j, (-1) ^ ↑j * c e (y j) * F (pairString x fun i => y (j.succAbove i))

case succ
α : Type u_1
R : Type u_2
inst✝ : CommRing R
c : α → α → R
e : α
n : ℕ
ih :
  ∀ (x : Fin n → α) (y : Fin (n + 1) → α) (F : List α → R),
    (∀ (i : Fin n), c e (x i) = 0) →
      (∀ (A B : List α) (i : Fin n) (j : Fin (n + 1)), F (A ++ y j :: x i :: B) = -F (A ++ x i :: y j :: B)) →
        contract c e F (y 0 :: pairString x fun i => y i.succ) =
          ∑ j, (-1) ^ ↑j * c e (y j) * F (pairString x fun i => y (j.succAbove i))
x : Fin (n + 1) → α
y : Fin (n + 1 + 1) → α
F : List α → R
hx : ∀ (i : Fin (n + 1)), c e (x i) = 0
hF : ∀ (A B : List α) (i : Fin (n + 1)) (j : Fin (n + 1 + 1)), F (A ++ y j :: x i :: B) = -F (A ++ x i :: y j :: B)
T : List α
hT : T = y (Fin.succ 0) :: pairString (fun i => x i.succ) fun i => y i.succ.succ
hP : (pairString x fun i => y i.succ) = x 0 :: T
h0 : (fun M => F (y 0 :: x 0 :: M)) = fun M => -F (x 0 :: y 0 :: M)
h1 :
  contract c e (fun M => F (x 0 :: y 0 :: M)) T =
    ∑ j, (-1) ^ ↑j * c e (y j.succ) * F (x 0 :: y 0 :: pairString (fun i => x i.succ) fun i => y (j.succAbove i).succ)
hs :
  ∑ j, (-1) ^ ↑j.succ * c e (y j.succ) * F (pairString x fun i => y (j.succ.succAbove i)) =
    -∑ j, (-1) ^ ↑j * c e (y j.succ) * F (x 0 :: y 0 :: pairString (fun i => x i.succ) fun i => y (j.succAbove i).succ)
⊢ c e (y 0) * F (x 0 :: T) -
      (0 * F (y 0 :: T) -
        -((-1) ^ ↑0 * c e (y (Fin.succ 0)) *
              F (x 0 :: y 0 :: pairString (fun i => x i.succ) fun i => y (Fin.succAbove 0 i).succ) +
            ∑ i,
              (-1) ^ ↑i.succ * c e (y i.succ.succ) *
                F (x 0 :: y 0 :: pairString (fun i => x i.succ) fun i_1 => y (i.succ.succAbove i_1).succ))) =
    ∑ j, (-1) ^ ↑j * c e (y j) * F (pairString x fun i => y (j.succAbove i))
```

The repair, with which the file compiles:

```diff
@@ -67,5 +67,5 @@
       rw [hp, Fin.val_succ, pow_succ]
       ring
-    rw [contract, hP, contract, hx 0, h0, contract_neg, h1, Fin.sum_univ_succ, hs]
+    rw [Fin.sum_univ_succ, hs, contract, hP, contract, hx 0, h0, contract_neg, h1]
     simp only [Fin.succAbove_zero, hP, Fin.val_zero]
     ring
```

Diagnosis. The error says that `rw` could not find the left side of `hs`, which is the sum on the right of the goal without its j = 0 term. That sum appears only once `Fin.sum_univ_succ` has split the right-hand side, and here the lemma split a different sum. The step before it, `h1`, had just put a sum over `Fin (n + 1)` on the left of the goal. `Fin.sum_univ_succ` fits that sum too, and `rw` took it first. The printed goal shows the left sum broken into a first term and a remainder, while the right sum is still whole.

The repair only reorders the rewrites. `Fin.sum_univ_succ` and `hs` now come first, when the right-hand sum is the only one in the goal, so the split falls where `hs` needs it. `h1` comes last, and its sum stays whole, in the same form as the one `hs` has put on the right. The closing `simp only` and `ring`, which are unchanged, then finish the proof.
